# The repulsion matrix of an open chain with on-site repulsion U and nearest-neighbour repulsion g is positive definite when U ≥ 2g > 0

The theorem `posDef_of_le` concerns a finite open chain of n + 1 orbitals, with repulsion integral U on each site, g between nearest neighbours, and zero at larger distances. It states that if g > 0 and U ≥ 2g, the real matrix of these integrals is positive definite: its quadratic form is strictly positive for every real charge vector that is not zero. The proof extends the charge vector to a function `q` on the natural numbers and supposes that the form is not positive. An identity for the squared sums of neighbouring charges then makes the first charge and all these sums vanish, so every charge is zero, a contradiction.

The failing Lean file:

```lean
import Mathlib

open Matrix Finset

namespace PosDefOfLe

noncomputable section

/-- Repulsion integral between the orbitals at sites `i` and `j` of a chain: `U` on the same site,
`g` between nearest neighbours, and zero at any larger distance. -/
def gamma (U g : ℝ) (i j : ℕ) : ℝ :=
  if i = j then U else if i + 1 = j ∨ j + 1 = i then g else 0

/-- The repulsion matrix of an open chain of `n` orbitals with nearest-neighbour truncation. -/
def repulsion (U g : ℝ) (n : ℕ) : Matrix (Fin n) (Fin n) ℝ :=
  Matrix.of fun i j => gamma U g i j

/-- The repulsion integral is symmetric in the two sites. -/
theorem gamma_comm (U g : ℝ) (i j : ℕ) : gamma U g i j = gamma U g j i := by
  unfold gamma
  grind

/-- The quadratic form of the repulsion matrix for charges `q` on `n + 1` orbitals is `U` times the
sum of their squares plus `2g` times the sum of the products of neighbouring charges. -/
theorem repulsion_form (U g : ℝ) (n : ℕ) (q : ℕ → ℝ) :
    (fun i : Fin (n + 1) => q i) ⬝ᵥ repulsion U g (n + 1) *ᵥ (fun i : Fin (n + 1) => q i)
      = U * ∑ i ∈ range (n + 1), q i ^ 2 + 2 * g * ∑ i ∈ range n, q i * q (i + 1) := by
  have h0 : (fun i : Fin (n + 1) => q i) ⬝ᵥ repulsion U g (n + 1) *ᵥ
      (fun i : Fin (n + 1) => q i)
      = ∑ i ∈ range (n + 1), ∑ j ∈ range (n + 1), q i * (gamma U g i j * q j) := by
    simp only [dotProduct, Matrix.mulVec, repulsion, Matrix.of_apply, Finset.mul_sum,
      Finset.sum_range]
  rw [h0]
  clear h0
  induction n with
  | zero =>
    simp only [zero_add, sum_range_one, range_zero, sum_empty, gamma, ↓reduceIte]
    ring
  | succ n ih =>
    -- the added orbital interacts only with its left neighbour
    have hb : ∑ i ∈ range (n + 1), q i * (gamma U g i (n + 1) * q (n + 1))
        = g * (q n * q (n + 1)) := by
      have hg : gamma U g n (n + 1) = g := by
        unfold gamma
        rw [if_neg (by omega), if_pos (by omega)]
      have hz : ∑ i ∈ range n, q i * (gamma U g i (n + 1) * q (n + 1)) = 0 := by
        refine sum_eq_zero fun i hi => ?_
        have hi' := mem_range.1 hi
        have h : gamma U g i (n + 1) = 0 := by
          unfold gamma
          rw [if_neg (by omega), if_neg (by omega)]
        rw [h]
        ring
      rw [sum_range_succ, hz, hg]
      ring
    have hb' : ∑ j ∈ range (n + 1), q (n + 1) * (gamma U g (n + 1) j * q j)
        = g * (q n * q (n + 1)) := by
      rw [← hb]
      refine sum_congr rfl fun j _ => ?_
      rw [gamma_comm U g (n + 1) j]
      ring
    have hd : gamma U g (n + 1) (n + 1) = U := if_pos rfl
    simp only [sum_range_succ _ (n + 1), sum_add_distrib]
    rw [ih, hb, hb', hd, sum_range_succ (fun i => q i * q (i + 1)) n]
    ring

/-- The squared sums of neighbouring charges, together with the squares of the two end charges,
give twice the sum of all squares plus twice the neighbour products. -/
theorem bond_squares (q : ℕ → ℝ) (n : ℕ) :
    q 0 ^ 2 + q n ^ 2 + ∑ i ∈ range n, (q i + q (i + 1)) ^ 2
      = 2 * ∑ i ∈ range (n + 1), q i ^ 2 + 2 * ∑ i ∈ range n, q i * q (i + 1) := by
  induction n with
  | zero =>
    simp only [zero_add, sum_range_one, range_zero, sum_empty]
    ring
  | succ n ih =>
    rw [sum_range_succ (fun i => (q i + q (i + 1)) ^ 2) n,
      sum_range_succ (fun i => q i ^ 2) (n + 1), sum_range_succ (fun i => q i * q (i + 1)) n]
    linear_combination ih

/-- If `g > 0` and `U ≥ 2g`, the repulsion matrix of a chain of `n + 1` orbitals is positive
definite. -/
theorem posDef_of_le (U g : ℝ) (hg : 0 < g) (hU : 2 * g ≤ U) (n : ℕ) :
    (repulsion U g (n + 1)).PosDef := by
  rw [Matrix.posDef_iff_dotProduct_mulVec]
  refine ⟨Matrix.IsHermitian.ext fun i j => ?_, ?_⟩
  · rw [star_trivial]
    exact gamma_comm U g j i
  intro x hx
  obtain ⟨q, hq⟩ : ∃ q : ℕ → ℝ, x = fun i : Fin (n + 1) => q i :=
    ⟨fun k => if h : k < n + 1 then x ⟨k, h⟩ else 0, funext fun i => (dif_pos i.isLt).symm⟩
  subst hq
  rw [star_trivial, repulsion_form]
  by_contra hneg
  have hid := bond_squares q n
  have hS : 0 ≤ ∑ i ∈ range (n + 1), q i ^ 2 := sum_nonneg fun _ _ => sq_nonneg _
  have hT : 0 ≤ ∑ i ∈ range n, (q i + q (i + 1)) ^ 2 := sum_nonneg fun _ _ => sq_nonneg _
  have hB : q 0 ^ 2 + q n ^ 2 + ∑ i ∈ range n, (q i + q (i + 1)) ^ 2 ≤ 0 := by
    by_contra h
    have h1 := mul_pos hg (not_le.1 h)
    rw [hid] at h1
    nlinarith [mul_nonneg (sub_nonneg.2 hU) hS]
  -- the end charge vanishes, and every bond passes this on to the next site
  have h0 : q 0 ^ 2 = 0 := by linarith [sq_nonneg (q 0), sq_nonneg (q n)]
  have hT0 : ∑ i ∈ range n, (q i + q (i + 1)) ^ 2 = 0 := by
    linarith [sq_nonneg (q 0), sq_nonneg (q n)]
  have hz := (sum_eq_zero_iff_of_nonneg fun i _ => sq_nonneg (q i + q (i + 1))).1 hT0
  have hall : ∀ k, k ≤ n → q k = 0 := by
    intro k
    induction k with
    | zero => exact fun _ => (pow_eq_zero_iff two_ne_zero).1 h0
    | succ k ih =>
      intro hk
      have h1 := (pow_eq_zero_iff two_ne_zero).1 (hz k (mem_range.2 (by omega)))
      linarith [ih (by omega)]
  exact hx (funext fun i => hall i (Nat.le_of_lt_succ i.isLt))

end

end PosDefOfLe
```

The compiler's answer:

```
Main.lean:91:69: error: Type mismatch
  Eq.symm (dif_pos i.isLt)
has type
  ?m.90 ⋯ = dite (↑i < n + 1) ?m.90 ?m.91
but is expected to have type
  x i = (fun k => if h : k < n + 1 then x ⟨k, h⟩ else 0) ↑i
```

Lean accepts the file once it reads:

```diff
@@ -89,5 +89,8 @@
   intro x hx
   obtain ⟨q, hq⟩ : ∃ q : ℕ → ℝ, x = fun i : Fin (n + 1) => q i :=
-    ⟨fun k => if h : k < n + 1 then x ⟨k, h⟩ else 0, funext fun i => (dif_pos i.isLt).symm⟩
+    ⟨fun k => if h : k < n + 1 then x ⟨k, h⟩ else 0, by
+      funext i
+      show x i = if h : (i : ℕ) < n + 1 then x ⟨i, h⟩ else 0
+      rw [dif_pos i.isLt, Fin.eta]⟩
   subst hq
   rw [star_trivial, repulsion_form]
```

Diagnosis. The error lies in the extension of the vector `x` to all natural numbers, by zero outside the chain. Lean had to check that this function agrees with `x` at each site `i`. That is true, but the term `(dif_pos i.isLt).symm` was not accepted as its proof.

The branches of the `dite` in `dif_pos` had to be inferred by unification, and the message shows them still unknown, as `?m.90` and `?m.91`. Lean compares the left sides of the two equations first. There the unknown function `?m.90`, applied to a proof of `↑i < n + 1`, has to match `x i`. This does not determine the function, and taking it to be `x` fails because `x` expects an element of `Fin (n + 1)`, not a proof. The right side would have supplied the branch, since unification can evaluate the `fun k => …` at `↑i`, but the match had already failed.

The repair takes the branches from the `if` first. After `funext i`, `show` states the goal with the function applied, so that `rw` can find the `if` with the condition `↑i < n + 1`. `rw [dif_pos i.isLt]` reads both branches off it and selects the first, which leaves `x` at the index rebuilt from the value of `i` and its bound. `Fin.eta` identifies that index with `i`, and `rw` closes the goal by reflexivity.
